# Equivalence of the velocity-gauge and length-gauge Schrödinger equations in one dimension under a uniform field

The theorem `velocityGauge_iff_lengthGauge` concerns one particle of unit charge on a line, in atomic units, with a complex-valued potential V(x,t) and a spatially uniform, differentiable vector potential A(t). For a wavefunction φ, not necessarily normalised, that is twice differentiable in position and once in time, it states that exp(iA(t)x)φ solves the velocity-gauge Schrödinger equation exactly when φ solves the length-gauge one with electric field E = −A′. The proof works at each x and t: it computes the time derivative of the transformed function, and uses an earlier lemma to remove the vector potential from the kinetic term. The two equations then differ by a nonzero phase factor, which `linear_combination` is to handle in each direction, using i² = −1.

As first written in Lean, the proof fails:

```lean
import Mathlib

open Complex

namespace VelocityGaugeIffLengthGauge

noncomputable section

/-- The kinetic momentum operator `-i ∂ₓ - a` in a uniform vector potential `a`
(unit charge, atomic units). -/
def kineticMomentum (a : ℝ) (f : ℝ → ℂ) : ℝ → ℂ :=
  fun x => -I * deriv f x - a * f x

/-- The wavefunction `φ x t` is twice differentiable in position and once in time. -/
structure IsRegular (φ : ℝ → ℝ → ℂ) : Prop where
  space : ∀ t, Differentiable ℝ (fun x => φ x t)
  space_deriv : ∀ t, Differentiable ℝ (deriv (fun x => φ x t))
  time : ∀ x, Differentiable ℝ (φ x)

/-- The velocity-gauge Schrödinger equation `i ∂ₜψ = (-i ∂ₓ - A)² ψ / 2 + V ψ`. -/
def VelocityGaugeEq (A : ℝ → ℝ) (V ψ : ℝ → ℝ → ℂ) : Prop :=
  ∀ x t, I * deriv (ψ x) t =
    kineticMomentum (A t) (kineticMomentum (A t) (fun y => ψ y t)) x / 2 + V x t * ψ x t

/-- The length-gauge Schrödinger equation `i ∂ₜφ = -φₓₓ / 2 + V φ - E x φ`. -/
def LengthGaugeEq (E : ℝ → ℝ) (V φ : ℝ → ℝ → ℂ) : Prop :=
  ∀ x t, I * deriv (φ x) t =
    -deriv (deriv (fun y => φ y t)) x / 2 + V x t * φ x t - E t * x * φ x t

/-- The Goeppert-Mayer transformation `ψ(x,t) = exp(i A(t) x) φ(x,t)`. -/
def toVelocityGauge (A : ℝ → ℝ) (φ : ℝ → ℝ → ℂ) : ℝ → ℝ → ℂ :=
  fun x t => cexp (I * ((A t * x : ℝ) : ℂ)) * φ x t

/-- A phase factor `exp(iθ)` with differentiable real `θ` changes at the rate `i θ' exp(iθ)`. -/
theorem hasDerivAt_phase {θ : ℝ → ℝ} {θ' t : ℝ} (h : HasDerivAt θ θ' t) :
    HasDerivAt (fun s => cexp (I * (θ s : ℂ))) (I * θ' * cexp (I * (θ t : ℂ))) t :=
  (h.ofReal_comp.const_mul I).cexp.congr_deriv (mul_comm _ _)

/-- On differentiable functions, the phase `exp(i a x)` turns the kinetic momentum
`-i ∂ₓ - a` into `-i ∂ₓ`. -/
theorem kineticMomentum_phase (a : ℝ) {f : ℝ → ℂ} (hf : Differentiable ℝ f) :
    kineticMomentum a (fun x => cexp (I * ((a * x : ℝ) : ℂ)) * f x) =
      fun x => cexp (I * ((a * x : ℝ) : ℂ)) * (-I * deriv f x) := by
  funext x
  have hl : HasDerivAt (fun y : ℝ => a * y) a x :=
    ((hasDerivAt_id x).const_mul a).congr_deriv (mul_one a)
  have h : HasDerivAt (fun y : ℝ => cexp (I * ((a * y : ℝ) : ℂ)) * f y)
      (I * a * cexp (I * ((a * x : ℝ) : ℂ)) * f x
        + cexp (I * ((a * x : ℝ) : ℂ)) * deriv f x) x :=
    (hasDerivAt_phase hl).fun_mul (hf x).hasDerivAt
  simp only [kineticMomentum]
  rw [h.deriv]
  linear_combination (-(a * cexp (I * ((a * x : ℝ) : ℂ)) * f x)) * I_sq

/-- On twice differentiable functions, the phase `exp(i a x)` turns `(-i ∂ₓ - a)²`
into `-∂ₓ²`. -/
theorem kineticMomentum_sq_phase (a : ℝ) {f : ℝ → ℂ} (hf : Differentiable ℝ f)
    (hf' : Differentiable ℝ (deriv f)) :
    kineticMomentum a (kineticMomentum a (fun x => cexp (I * ((a * x : ℝ) : ℂ)) * f x)) =
      fun x => cexp (I * ((a * x : ℝ) : ℂ)) * (-deriv (deriv f) x) := by
  have h2 : kineticMomentum a
      (fun x => cexp (I * ((a * x : ℝ) : ℂ)) * (-I * deriv f x)) =
      fun x => cexp (I * ((a * x : ℝ) : ℂ)) * (-I * deriv (fun y => -I * deriv f y) x) :=
    kineticMomentum_phase a (hf'.const_mul (-I))
  rw [kineticMomentum_phase a hf, h2]
  funext x
  have h3 : deriv (fun y => -I * deriv f y) x = -I * deriv (deriv f) x :=
    ((hf' x).hasDerivAt.const_mul (-I)).deriv
  rw [h3]
  linear_combination (cexp (I * ((a * x : ℝ) : ℂ)) * deriv (deriv f) x) * I_sq

/-- **Goeppert-Mayer transformation.** For differentiable `A` and regular `φ`, the function
`exp(i A x) φ` solves the velocity-gauge equation if and only if `φ` solves the length-gauge
equation with electric field `E = -A'`. -/
theorem velocityGauge_iff_lengthGauge {A : ℝ → ℝ} (hA : Differentiable ℝ A)
    (V : ℝ → ℝ → ℂ) {φ : ℝ → ℝ → ℂ} (hφ : IsRegular φ) :
    VelocityGaugeEq A V (toVelocityGauge A φ) ↔
      LengthGaugeEq (fun t => -deriv A t) V φ := by
  unfold VelocityGaugeEq LengthGaugeEq
  refine forall_congr' fun x => forall_congr' fun t => ?_
  -- the moving phase contributes the term in `A' x`
  have hp : HasDerivAt (fun s => cexp (I * ((A s * x : ℝ) : ℂ)))
      (I * (deriv A t * x) * cexp (I * ((A t * x : ℝ) : ℂ))) t :=
    (hasDerivAt_phase ((hA t).hasDerivAt.mul_const x)).congr_deriv
      (by rw [Complex.ofReal_mul (deriv A t) x])
  have ht : deriv (toVelocityGauge A φ x) t =
      I * (deriv A t * x) * cexp (I * ((A t * x : ℝ) : ℂ)) * φ x t
        + cexp (I * ((A t * x : ℝ) : ℂ)) * deriv (φ x) t :=
    (hp.fun_mul (hφ.time x t).hasDerivAt).deriv
  -- the kinetic energy loses its vector potential
  have hx : kineticMomentum (A t)
      (kineticMomentum (A t) (fun y => toVelocityGauge A φ y t)) x =
      cexp (I * ((A t * x : ℝ) : ℂ)) * (-deriv (deriv (fun y => φ y t)) x) :=
    congrFun (kineticMomentum_sq_phase (A t) (hφ.space t) (hφ.space_deriv t)) x
  have he : cexp (I * ((A t * x : ℝ) : ℂ)) ≠ 0 := Complex.exp_ne_zero _
  rw [ht, hx]
  simp only [toVelocityGauge, Complex.ofReal_neg]
  -- the two equations differ by the nonzero phase factor
  constructor
  · intro h
    apply mul_left_cancel₀ he
    linear_combination h
      - (cexp (I * ((A t * x : ℝ) : ℂ)) * deriv A t * x * φ x t) * I_sq
  · intro h
    linear_combination cexp (I * ((A t * x : ℝ) : ℂ)) * h
      + (cexp (I * ((A t * x : ℝ) : ℂ)) * deriv A t * x * φ x t) * I_sq

end

end VelocityGaugeIffLengthGauge
```

Compiling this gives:

```
Main.lean:103:48: error: Application type mismatch: The argument
  A
has type
  ℝ → ℝ
but is expected to have type
  ℝ → ℂ
in the application
  deriv A
Main.lean:106:48: error: Application type mismatch: The argument
  A
has type
  ℝ → ℝ
but is expected to have type
  ℝ → ℂ
in the application
  deriv A
```

Cause. Both messages report the same fault, once in each direction of the equivalence. The equation to be proved is between complex numbers, and `linear_combination` elaborates the separate factors of its products with ℂ as the expected type. For the factor `deriv A t`, this makes Lean take the derivative to be complex-valued, so that `deriv` requires a function `ℝ → ℂ`. But `A` has type `ℝ → ℝ`, and Lean does not coerce the one function type to the other here.

The same `deriv A t` is accepted in the statement of `hp`, because ordinary arithmetic elaboration first finds the factor's own type, ℝ, and then inserts the coercion to ℂ.

The repair writes `((deriv A t : ℝ) : ℂ)` in both places. The inner ascription makes the derivative real, so `A` fits, and the outer one casts its value to ℂ. The algebra is unchanged.

After these edits no error is left:

```diff
@@ -101,8 +101,8 @@
     apply mul_left_cancel₀ he
     linear_combination h
-      - (cexp (I * ((A t * x : ℝ) : ℂ)) * deriv A t * x * φ x t) * I_sq
+      - (cexp (I * ((A t * x : ℝ) : ℂ)) * ((deriv A t : ℝ) : ℂ) * x * φ x t) * I_sq
   · intro h
     linear_combination cexp (I * ((A t * x : ℝ) : ℂ)) * h
-      + (cexp (I * ((A t * x : ℝ) : ℂ)) * deriv A t * x * φ x t) * I_sq
+      + (cexp (I * ((A t * x : ℝ) : ℂ)) * ((deriv A t : ℝ) : ℂ) * x * φ x t) * I_sq
 
 end
```
